# A gap turns the cubic attraction of two model Dirac sheets into a quartic one at large distance

## Two sheets, two power laws

Two parallel neutral sheets at distance D attract each other because their charge fluctuations are correlated. The potential of a charge wave with wavenumber q decays as exp(−qD) away from its sheet. Going to the other sheet and back gives a factor exp(−2qD), so the wavenumbers that matter are of order 1/D.

Take a sheet in which an excitation of wavenumber q costs the energy vq, with v the velocity of the carriers and ħ = 1. This is the gapless case, as in undoped graphene at zero temperature. In the model used below, each wavenumber then contributes q³ exp(−2qD)/(vq), and the total is

∫ q² exp(−2qD) dq / v = 1/(4vD³).

If the excitation costs a fixed energy g instead, the total is

∫ q³ exp(−2qD) dq / g = 3/(8gD⁴).

All integrals over q and u run from 0 to ∞. One power of q has moved out of the denominator, and it becomes one more power of 1/D. A gapped Dirac sheet has the energy E(q) = √(v²q² + g²), which is close to g at small q and close to vq at large q. It should therefore follow the quartic law at large distance and the cubic law at short distance.

## The model

Each sheet responds at wavenumber q and imaginary frequency u with strength

q / √(v²q² + g² + u²).

Here g stands for the full band gap: E(q) is the lowest energy of an electron–hole pair with total wavenumber q in massive Dirac bands. The attraction to second order in the coupling between the sheets is, up to a constant factor, the integral of q · response² · exp(−2qD) over u and q. The frequency integral is elementary:

∫ q³/(E² + u²) du = (π/2) q³/E.

What remains is π/2 times

I(D) = ∫ q³ exp(−2qD) / √(v²q² + g²) dq.

I(D) is positive and measures the strength of the attraction per unit area; the interaction energy carries a minus sign and a prefactor that are left out. The step from here to real sheets is the assumption that their attraction is given by this second-order integral with this response function.

## What is proved

For v, g > 0:

- for every D > 0, I(D) ≤ 1/(4vD³) and I(D) ≤ 3/(8gD⁴);
- D³ I(D) → 1/(4v) as D → 0 from above;
- D⁴ I(D) → 3/(8g) as D → ∞.

In Lean, `response` is the sheet response, `integrand` is the contribution of one wavenumber, and `attraction v g D` is I(D), an integral over `Ioi 0`, the open half-line q > 0. All quantities are real numbers without units. The two bounds are `attraction_le`, and the two limits are `cubic_to_quartic`, where `𝓝[>] 0` means that D approaches zero through positive values and `atTop` that D grows without bound. Convergence of the integral is stated separately in `integrableOn_integrand`. The theorem `frequency_integral` ties I(D) to the response: it does the u integral first, then the q integral.

The short-distance limit belongs to the continuum model. In a real sheet the lattice spacing ends the Dirac description before D reaches zero. The large-distance limit belongs to an instantaneous Coulomb interaction. Retardation, which the model leaves out, matters once D is comparable with c/g, where c is the speed of light.

For simulations of layered materials this bears on pairwise corrections: a sum of C₆/r⁶ terms over two infinite sheets, taken per unit area, falls as D⁻⁴, which in this second-order model is the right exponent for gapped sheets only when D is large compared with v/g.

## Derivation

**Moments.** The substitution x = 2qD gives

∫ qⁿ exp(−2qD) dq = n!/(2D)ⁿ⁺¹.

For n = 1, 2, 3, 5 the values are 1/(4D²), 1/(4D³), 3/(8D⁴) and 15/(8D⁶).

**Upper bounds.** Since E ≥ vq, the integrand is at most q² exp(−2qD)/v. Since E ≥ g, it is at most q³ exp(−2qD)/g. The moments n = 2 and n = 3 give the two bounds.

**Lower bound for large D.** With v²q² = E² − g²,

1/E − 1/g + v²q²/(2g³) = (E − g)²(E + 2g)/(2g³E) ≥ 0.

Hence 1/E ≥ 1/g − v²q²/(2g³). Multiplying by q³ exp(−2qD) and integrating gives

I(D) ≥ 3/(8gD⁴) − 15v²/(16g³D⁶).

**Lower bound for small D.** The claim is E(vq − g) ≤ v²q². If vq ≤ g, the left side is not positive. If vq > g, then E ≤ vq + g gives E(vq − g) ≤ v²q² − g² ≤ v²q². Dividing by v²E and multiplying by q exp(−2qD) yields

q³ exp(−2qD)/E ≥ (q²/v − gq/v²) exp(−2qD),

and after integration

I(D) ≥ 1/(4vD³) − g/(4v²D²).

**Limits.** Multiplying the bounds by D³ and D⁴ gives

1/(4v) − gD/(4v²) ≤ D³ I(D) ≤ 1/(4v),

3/(8g) − 15v²/(16g³D²) ≤ D⁴ I(D) ≤ 3/(8g).

The corrections on the left vanish as D → 0 and as D → ∞ respectively, and both limits follow by squeezing.

## Without the gap

Set g = 0 and keep v > 0. Then I(D) = 1/(4vD³) at every distance, and D⁴ I(D) = D/(4v) grows without bound. The quartic limit therefore needs g ≠ 0, however small the gap may be.

## The Lean file

```lean
import Mathlib

open MeasureTheory Set Filter Topology

namespace GappedGrapheneDispersion

noncomputable section

/-- Model response of a gapped Dirac sheet at wavenumber `q` and imaginary frequency `u`,
with velocity `v` and gap `g > 0`. -/
def response (v g q u : ℝ) : ℝ := q / Real.sqrt (v ^ 2 * q ^ 2 + g ^ 2 + u ^ 2)

/-- Contribution of wavenumber `q` to the attraction of two sheets at distance `D`,
for a gap `g > 0`. -/
def integrand (v g D q : ℝ) : ℝ :=
  q ^ 3 * Real.exp (-2 * q * D) / Real.sqrt (v ^ 2 * q ^ 2 + g ^ 2)

/-- The attraction integral `I(D)`: the sum of the contributions of all wavenumbers `q > 0`. -/
def attraction (v g D : ℝ) : ℝ := ∫ q in Ioi (0 : ℝ), integrand v g D q

/-- For `D > 0`, the `n`-th moment of the evanescent factor `exp (-2qD)` is
`n! / (2D)^(n+1)`. -/
theorem integral_moment (n : ℕ) {D : ℝ} (hD : 0 < D) :
    ∫ q in Ioi (0 : ℝ), q ^ n * Real.exp (-2 * q * D)
      = (n.factorial : ℝ) / (2 * D) ^ (n + 1) := by
  have h := Real.integral_rpow_mul_exp_neg_mul_Ioi (a := (n : ℝ) + 1) (r := 2 * D)
    (by positivity) (by positivity)
  have e : (1 / (2 * D)) ^ ((n : ℝ) + 1) = 1 / (2 * D) ^ (n + 1) := by
    rw [show (n : ℝ) + 1 = ((n + 1 : ℕ) : ℝ) from (Nat.cast_succ n).symm,
      Real.rpow_natCast, one_div_pow]
  rw [Real.Gamma_nat_eq_factorial, e] at h
  rw [div_eq_mul_one_div, mul_comm, ← h]
  refine setIntegral_congr_fun measurableSet_Ioi fun q _ => ?_
  have hq : -2 * q * D = -(2 * D * q) := by ring
  simp only [add_sub_cancel_right, Real.rpow_natCast, hq]

/-- For `D > 0`, every moment of the evanescent factor converges. -/
theorem integrableOn_moment (n : ℕ) {D : ℝ} (hD : 0 < D) :
    IntegrableOn (fun q : ℝ => q ^ n * Real.exp (-2 * q * D)) (Ioi 0) := by
  by_contra h
  have h0 := integral_undef h
  rw [integral_moment n hD] at h0
  have hpos : (0 : ℝ) < (n.factorial : ℝ) / (2 * D) ^ (n + 1) := by positivity
  exact hpos.ne' h0

/-- For a gap `g > 0`, the contribution of a wavenumber `q > 0` is at most its value
with the energy `sqrt (v²q² + g²)` replaced by the gap. -/
theorem integrand_le {v g D q : ℝ} (hg : 0 < g) (hq : 0 < q) :
    integrand v g D q ≤ 1 / g * (q ^ 3 * Real.exp (-2 * q * D)) := by
  have hs : g ≤ Real.sqrt (v ^ 2 * q ^ 2 + g ^ 2) :=
    (Real.le_sqrt' hg).2 (by nlinarith [sq_nonneg (v * q)])
  have h := mul_le_mul_of_nonneg_left (one_div_le_one_div_of_le hg hs)
    (show 0 ≤ q ^ 3 * Real.exp (-2 * q * D) by positivity)
  unfold integrand
  rw [div_eq_mul_one_div, mul_comm (1 / g)]
  exact h

/-- For `g > 0` and `D > 0` the attraction integral converges. -/
theorem integrableOn_integrand (v : ℝ) {g D : ℝ} (hg : 0 < g) (hD : 0 < D) :
    IntegrableOn (integrand v g D) (Ioi 0) := by
  have hm : Measurable (integrand v g D) := by
    unfold integrand
    fun_prop
  refine Integrable.mono' (Integrable.const_mul (integrableOn_moment 3 hD) (1 / g))
    hm.aestronglyMeasurable (ae_restrict_of_forall_mem measurableSet_Ioi fun q hq => ?_)
  have hq : 0 < q := hq
  have h0 : 0 ≤ integrand v g D q := by
    unfold integrand
    positivity
  rw [Real.norm_of_nonneg h0]
  exact integrand_le hg hq

/-- For `g > 0`, integrating the squared response over imaginary frequency and then over wavenumber,
with the weight `q` and the evanescent factor `exp (-2qD)`, gives `π/2` times the attraction
integral. -/
theorem frequency_integral (v D : ℝ) {g : ℝ} (hg : 0 < g) :
    ∫ q in Ioi (0 : ℝ), ∫ u in Ioi (0 : ℝ),
      q * response v g q u ^ 2 * Real.exp (-2 * q * D)
      = Real.pi / 2 * attraction v g D := by
  unfold attraction
  rw [← integral_const_mul]
  refine setIntegral_congr_fun measurableSet_Ioi fun q _ => ?_
  unfold integrand response
  have hE : 0 < Real.sqrt (v ^ 2 * q ^ 2 + g ^ 2) := Real.sqrt_pos.2 (by positivity)
  have hE2 := Real.sq_sqrt (show 0 ≤ v ^ 2 * q ^ 2 + g ^ 2 by positivity)

  generalize Real.exp (-2 * q * D) = e
  generalize Real.sqrt (v ^ 2 * q ^ 2 + g ^ 2) = E at hE hE2 ⊢
  -- the frequency integral is an arctangent integral in the variable u / E
  have h : ∫ u in Ioi (0 : ℝ), (1 + (E⁻¹ * u) ^ 2)⁻¹ = E * (Real.pi / 2) := by
    have h' := integral_comp_mul_left_Ioi (fun x : ℝ => (1 + x ^ 2)⁻¹) 0 (inv_pos.2 hE)
    rw [mul_zero, integral_Ioi_inv_one_add_sq, Real.arctan_zero, sub_zero, inv_inv,
      smul_eq_mul] at h'
    exact h'
  have hc : ∀ u : ℝ, q * (q / Real.sqrt (v ^ 2 * q ^ 2 + g ^ 2 + u ^ 2)) ^ 2 * e
      = q ^ 3 * e / E ^ 2 * (1 + (E⁻¹ * u) ^ 2)⁻¹ := by
    intro u
    have h1 : E ^ 2 * (1 + (E⁻¹ * u) ^ 2) = E ^ 2 + u ^ 2 := by
      field_simp
    rw [div_pow, Real.sq_sqrt (by positivity), ← hE2, ← h1, div_eq_mul_inv, mul_inv]
    ring
  simp only [hc]
  rw [integral_const_mul, h]
  field_simp

/-- For `g, D > 0`, the attraction falls short of the quartic law `3/(8gD⁴)` by at most
`15v²/(16g³D⁶)`. -/
theorem quartic_lower (v : ℝ) {g D : ℝ} (hg : 0 < g) (hD : 0 < D) :
    3 / (8 * g * D ^ 4) - 15 * v ^ 2 / (16 * g ^ 3 * D ^ 6) ≤ attraction v g D := by
  have i3 := Integrable.const_mul (integrableOn_moment 3 hD) (1 / g)
  have i5 := Integrable.const_mul (integrableOn_moment 5 hD) (v ^ 2 / (2 * g ^ 3))
  have hm := setIntegral_mono_on (i3.sub i5) (integrableOn_integrand v hg hD)
    measurableSet_Ioi (fun q hq => by
      have hq : 0 < q := hq
      have hs : 0 < Real.sqrt (v ^ 2 * q ^ 2 + g ^ 2) := Real.sqrt_pos.2 (by positivity)
      have hs2 := Real.sq_sqrt (show 0 ≤ v ^ 2 * q ^ 2 + g ^ 2 by positivity)
      simp only [Pi.sub_apply, integrand]
      have he := Real.exp_pos (-2 * q * D)
      generalize Real.exp (-2 * q * D) = e at he ⊢
      generalize Real.sqrt (v ^ 2 * q ^ 2 + g ^ 2) = s at hs hs2 ⊢
      -- tangent bound for the inverse energy
      have key : 1 / g - v ^ 2 * q ^ 2 / (2 * g ^ 3) ≤ 1 / s := by
        have h1 : 1 / s - (1 / g - (s ^ 2 - g ^ 2) / (2 * g ^ 3))
            = (s - g) ^ 2 * (s + 2 * g) / (2 * g ^ 3 * s) := by
          field_simp
          ring
        have h2 : 0 ≤ (s - g) ^ 2 * (s + 2 * g) / (2 * g ^ 3 * s) := by positivity
        rw [show v ^ 2 * q ^ 2 = s ^ 2 - g ^ 2 by linarith]
        linarith
      calc _ = q ^ 3 * e * (1 / g - v ^ 2 * q ^ 2 / (2 * g ^ 3)) := by ring
        _ ≤ q ^ 3 * e * (1 / s) := mul_le_mul_of_nonneg_left key (by positivity)
        _ = _ := by ring)
  rw [integral_sub' i3 i5, integral_const_mul, integral_const_mul, integral_moment 3 hD,
    integral_moment 5 hD, show ((Nat.factorial 3 : ℕ) : ℝ) = 6 by norm_num [Nat.factorial],
    show ((Nat.factorial 5 : ℕ) : ℝ) = 120 by norm_num [Nat.factorial]] at hm
  refine le_trans (le_of_eq ?_) hm
  ring

/-- For `v, g, D > 0`, the attraction falls short of the cubic law `1/(4vD³)` by at most
`g/(4v²D²)`. -/
theorem cubic_lower {v g D : ℝ} (hv : 0 < v) (hg : 0 < g) (hD : 0 < D) :
    1 / (4 * v * D ^ 3) - g / (4 * v ^ 2 * D ^ 2) ≤ attraction v g D := by
  have i2 := Integrable.const_mul (integrableOn_moment 2 hD) (1 / v)
  have i1 := Integrable.const_mul (integrableOn_moment 1 hD) (g / v ^ 2)
  have hm := setIntegral_mono_on (i2.sub i1) (integrableOn_integrand v hg hD)
    measurableSet_Ioi (fun q hq => by
      have hq : 0 < q := hq
      have hvq : 0 < v * q := mul_pos hv hq
      have hs : 0 < Real.sqrt (v ^ 2 * q ^ 2 + g ^ 2) := Real.sqrt_pos.2 (by positivity)
      have hle : Real.sqrt (v ^ 2 * q ^ 2 + g ^ 2) ≤ v * q + g :=
        Real.sqrt_le_iff.2 ⟨by positivity, by nlinarith [mul_pos hvq hg]⟩
      simp only [Pi.sub_apply, integrand]
      have he := Real.exp_pos (-2 * q * D)
      generalize Real.exp (-2 * q * D) = e at he ⊢
      generalize Real.sqrt (v ^ 2 * q ^ 2 + g ^ 2) = s at hs hle ⊢
      -- the lower bound (vq - g) / (v²q²) ≤ 1 / s for the inverse energy, multiplied out
      have key : s * (v * q - g) ≤ v ^ 2 * q ^ 2 := by
        rcases le_total (v * q) g with h | h
        · nlinarith [mul_nonneg hs.le (sub_nonneg.2 h), sq_nonneg (v * q)]
        · nlinarith [mul_nonneg (sub_nonneg.2 hle) (sub_nonneg.2 h), sq_nonneg g]
      rw [le_div_iff₀ hs]
      calc _ = q * e / v ^ 2 * (s * (v * q - g)) := by
            field_simp
        _ ≤ q * e / v ^ 2 * (v ^ 2 * q ^ 2) := mul_le_mul_of_nonneg_left key (by positivity)
        _ = _ := by field_simp)
  rw [integral_sub' i2 i1, integral_const_mul, integral_const_mul, integral_moment 2 hD,
    integral_moment 1 hD, show ((Nat.factorial 2 : ℕ) : ℝ) = 2 by norm_num [Nat.factorial],
    show ((Nat.factorial 1 : ℕ) : ℝ) = 1 by norm_num [Nat.factorial]] at hm
  refine le_trans (le_of_eq ?_) hm
  ring

/-- For `v, g, D > 0`, the attraction is at most the cubic law `1/(4vD³)` and at most the
quartic law `3/(8gD⁴)`. -/
theorem attraction_le {v g D : ℝ} (hv : 0 < v) (hg : 0 < g) (hD : 0 < D) :
    attraction v g D ≤ 1 / (4 * v * D ^ 3) ∧ attraction v g D ≤ 3 / (8 * g * D ^ 4) := by
  have hi := integrableOn_integrand v hg hD
  constructor
  · have hm := setIntegral_mono_on hi
      (Integrable.const_mul (integrableOn_moment 2 hD) (1 / v)) measurableSet_Ioi
      (fun q hq => by
        have hq : 0 < q := hq
        have hs : v * q ≤ Real.sqrt (v ^ 2 * q ^ 2 + g ^ 2) :=
          (Real.le_sqrt' (mul_pos hv hq)).2 (by nlinarith [sq_nonneg g])
        unfold integrand
        rw [div_le_iff₀ (lt_of_lt_of_le (mul_pos hv hq) hs)]
        have he := Real.exp_pos (-2 * q * D)
        generalize Real.exp (-2 * q * D) = e at he ⊢
        calc q ^ 3 * e = 1 / v * (q ^ 2 * e) * (v * q) := by field_simp
          _ ≤ _ := mul_le_mul_of_nonneg_left hs (by positivity))
    rw [integral_const_mul, integral_moment 2 hD,
      show ((Nat.factorial 2 : ℕ) : ℝ) = 2 by norm_num [Nat.factorial]] at hm
    refine le_trans hm (le_of_eq ?_)
    ring
  · have hm := setIntegral_mono_on hi
      (Integrable.const_mul (integrableOn_moment 3 hD) (1 / g)) measurableSet_Ioi
      (fun q hq => integrand_le hg hq)
    rw [integral_const_mul, integral_moment 3 hD,
      show ((Nat.factorial 3 : ℕ) : ℝ) = 6 by norm_num [Nat.factorial]] at hm
    refine le_trans hm (le_of_eq ?_)
    ring

/-- For `v, g > 0`, `D³ I(D)` tends to `1/(4v)` as the distance `D` shrinks to zero, and
`D⁴ I(D)` tends to `3/(8g)` as `D` grows without bound. -/
theorem cubic_to_quartic {v g : ℝ} (hv : 0 < v) (hg : 0 < g) :
    Tendsto (fun D => D ^ 3 * attraction v g D) (𝓝[>] 0) (𝓝 (1 / (4 * v))) ∧
    Tendsto (fun D => D ^ 4 * attraction v g D) atTop (𝓝 (3 / (8 * g))) := by
  constructor
  · have hc : Continuous (fun D : ℝ => 1 / (4 * v) - g * D / (4 * v ^ 2)) := by fun_prop
    have hl : Tendsto (fun D : ℝ => 1 / (4 * v) - g * D / (4 * v ^ 2)) (𝓝[>] 0)
        (𝓝 (1 / (4 * v))) := (hc.tendsto' 0 _ (by simp)).mono_left nhdsWithin_le_nhds
    refine tendsto_of_tendsto_of_tendsto_of_le_of_le' hl tendsto_const_nhds ?_ ?_
    · filter_upwards [self_mem_nhdsWithin] with D hD
      have hD : 0 < D := hD
      refine le_trans (le_of_eq ?_)
        (mul_le_mul_of_nonneg_left (cubic_lower hv hg hD) (pow_pos hD 3).le)
      field_simp
    · filter_upwards [self_mem_nhdsWithin] with D hD
      have hD : 0 < D := hD
      refine le_trans (mul_le_mul_of_nonneg_left (attraction_le hv hg hD).1
        (pow_pos hD 3).le) (le_of_eq ?_)
      field_simp
  · have hl : Tendsto (fun D : ℝ => 3 / (8 * g) - 15 * v ^ 2 / (16 * g ^ 3) / D ^ 2) atTop
        (𝓝 (3 / (8 * g))) := by
      have h0 : Tendsto (fun D : ℝ => 15 * v ^ 2 / (16 * g ^ 3) / D ^ 2) atTop (𝓝 0) :=
        Tendsto.div_atTop tendsto_const_nhds (tendsto_pow_atTop two_ne_zero)
      simpa using tendsto_const_nhds.sub h0
    refine tendsto_of_tendsto_of_tendsto_of_le_of_le' hl tendsto_const_nhds ?_ ?_
    · filter_upwards [eventually_gt_atTop 0] with D hD
      refine le_trans (le_of_eq ?_)
        (mul_le_mul_of_nonneg_left (quartic_lower v hg hD) (pow_pos hD 4).le)
      field_simp
    · filter_upwards [eventually_gt_atTop 0] with D hD
      refine le_trans (mul_le_mul_of_nonneg_left (attraction_le hv hg hD).2
        (pow_pos hD 4).le) (le_of_eq ?_)
      field_simp

end

end GappedGrapheneDispersion
```

```lean
#print axioms GappedGrapheneDispersion.frequency_integral
-- 'GappedGrapheneDispersion.frequency_integral' depends on axioms: [propext, Classical.choice, Quot.sound]
#print axioms GappedGrapheneDispersion.cubic_to_quartic
-- 'GappedGrapheneDispersion.cubic_to_quartic' depends on axioms: [propext, Classical.choice, Quot.sound]
```

## The proof in Lean

`integral_moment` takes the moments from Mathlib's Gamma-function integral and turns its real exponents into natural ones. `integrableOn_moment` then obtains convergence from the value: Lean assigns 0 to a divergent integral, and n!/(2D)ⁿ⁺¹ is positive, so the integral can't diverge.

`integrand_le` is the pointwise bound from E ≥ g. It is used twice: in `integrableOn_integrand`, where it dominates the integrand by a convergent third moment, and in `attraction_le`, where it gives the quartic bound.

In `frequency_integral`, the variable u is rescaled by E, which leaves the arctangent integral with value π/2. The auxiliary statement `hc` rewrites the squared response in that form.

`quartic_lower` and `cubic_lower` share one pattern. `setIntegral_mono_on` turns an inequality at each q > 0 into an inequality of integrals, and the moments evaluate the lower side. Inside the pointwise step, `generalize` replaces the square root by a letter `s` and keeps only the facts needed about it, so the rest is algebra. The statement called `key` is the inequality derived above: in `quartic_lower` it comes from the factorisation with (s − g)², in `cubic_lower` from the two cases vq ≤ g and vq ≥ g.

`attraction_le` proves the cubic bound in the same way from E ≥ vq. `cubic_to_quartic` multiplies the bounds by D³ or D⁴ and applies the squeeze theorem `tendsto_of_tendsto_of_tendsto_of_le_of_le'`. That theorem asks for the inequalities only near the limit, and the `filter_upwards` steps supply them for D > 0.
